# A gradient step of length 2/N never raises the MBAR objective of N samples

A molecule has been simulated in several thermodynamic states, such as umbrella windows or alchemical intermediates. The samples are pooled, and every sample's energy is evaluated in every state. MBAR obtains the relative free energies of the states by minimising a function of trial free energies. Can one name a length of gradient step that is guaranteed not to raise this function, however poor the starting guess?

Let $k$ label the states and $n$ the pooled samples. State $k$ contributed $N_k>0$ samples, $u_{kn}$ is the reduced energy (in units of $k_BT$) of sample $n$ in state $k$, and $f_k$ is the trial reduced free energy. Define

$$D_n(f)=\sum_k N_k e^{f_k-u_{kn}},\qquad L(f)=\sum_n\ln D_n(f)-\sum_k N_kf_k,$$

$$p_{kn}=\frac{N_k e^{f_k-u_{kn}}}{D_n(f)},\qquad g_k=\sum_n p_{kn}-N_k .$$

The number $p_{kn}$ is the normalised weight with which sample $n$ is assigned to state $k$. Setting $g=0$ gives the MBAR equations.

In Lean, the finite types `K` and `S` hold the states and the samples. `N` is the function $k\mapsto N_k$, not the total, which appears as `∑ k, N k`; the number of samples $|S|$ is `Fintype.card S`. The counts may be any positive reals, and the energies any reals.

```lean
import Mathlib

open Finset

namespace MBARGradientDescent

noncomputable section

variable {K S : Type*} [Fintype K] [Fintype S]
```

$D_n$ is `mixture`:

```lean
/-- The mixture denominator of sample `n`: the sum over states of `N_k exp(f_k - u_kn)`. -/
def mixture (N : K → ℝ) (u : K → S → ℝ) (f : K → ℝ) (n : S) : ℝ :=
  ∑ k, N k * Real.exp (f k - u k n)
```

$L$ is `objective`:

```lean
/-- The MBAR objective `L(f) = ∑_n ln ∑_k N_k exp(f_k - u_kn) - ∑_k N_k f_k`,
for positive `N_k` and at least one state. -/
def objective (N : K → ℝ) (u : K → S → ℝ) (f : K → ℝ) : ℝ :=
  ∑ n, Real.log (mixture N u f n) - ∑ k, N k * f k
```

$g$ is `gradient`, defined by its formula; part (c) connects it to derivatives of $L$.

```lean
/-- The gradient of the objective: the total weight that the samples assign to state `k`,
minus `N_k`, for positive `N_k`. -/
def gradient (N : K → ℝ) (u : K → S → ℝ) (f : K → ℝ) (k : K) : ℝ :=
  ∑ n, N k * Real.exp (f k - u k n) / mixture N u f n - N k
```

The update $f\mapsto f-\eta g$ has a free step length $\eta$:

```lean
/-- One gradient step of length `η` on the free energies. -/
def gradStep (N : K → ℝ) (u : K → S → ℝ) (η : ℝ) (f : K → ℝ) : K → ℝ :=
  fun k => f k - η * gradient N u f k
```

## (a) The logarithm has a positive argument

**Task.** With at least one state, show that $D_n(f)>0$.

**Solution.** Each term is a positive count times an exponential, and there is at least one term.

```lean
omit [Fintype S] in
/-- With positive `N_k` and at least one state, the mixture denominator is positive. -/
theorem mixture_pos [Nonempty K] {N : K → ℝ} (hN : ∀ k, 0 < N k) (u : K → S → ℝ)
    (f : K → ℝ) (n : S) : 0 < mixture N u f n :=
  Finset.sum_pos (fun k _ => mul_pos (hN k) (Real.exp_pos _)) univ_nonempty
```

## (b) The gradient paired with a displacement

**Task.** For any displacement $d$ of the free energies, show that

$$\sum_k g_kd_k=\sum_n\frac{\sum_k N_ke^{f_k-u_{kn}}d_k}{D_n(f)}-\sum_kN_kd_k .$$

**Solution.** Multiply $g_k$ by $d_k$, sum over $k$, and exchange the two finite sums. The quotient on the right is $\sum_k p_{kn}d_k$, the mean displacement seen by sample $n$. The exchange is `Finset.sum_comm` in the code.

```lean
/-- The gradient paired with a displacement `d`, written as a sum over samples. -/
theorem gradient_pairing (N : K → ℝ) (u : K → S → ℝ) (f d : K → ℝ) :
    ∑ k, gradient N u f k * d k =
      ∑ n, (∑ k, N k * Real.exp (f k - u k n) * d k) / mixture N u f n - ∑ k, N k * d k := by
  unfold gradient
  simp only [sub_mul, Finset.sum_sub_distrib, Finset.sum_mul, Finset.sum_div]
  rw [Finset.sum_comm]
  congr 1
  exact sum_congr rfl fun n _ => sum_congr rfl fun k _ => by ring
```

## (c) The formula for $g$ gives the slopes of $L$

**Task.** Show that

$$\left.\frac{d}{dt}L(f+td)\right|_{t=0}=\sum_kg_kd_k .$$

**Solution.** At $t=0$ the derivative of $D_n(f+td)$ is $\sum_kN_ke^{f_k-u_{kn}}d_k$. Dividing by $D_n(f)$ gives the derivative of $\ln D_n$. The linear term of $L$ contributes $-\sum_kN_kd_k$, and part (b) identifies the total. Lean builds the same derivative by the chain rule, using (a) for the logarithm.

```lean
/-- For positive `N_k` and at least one state, the derivative of the objective at `f` along
any direction `d` is the scalar product of `gradient` with `d`. -/
theorem hasDerivAt_objective [Nonempty K] {N : K → ℝ} (hN : ∀ k, 0 < N k)
    (u : K → S → ℝ) (f d : K → ℝ) :
    HasDerivAt (fun t : ℝ => objective N u (fun k => f k + t * d k))
      (∑ k, gradient N u f k * d k) 0 := by
  rw [gradient_pairing]
  unfold objective
  apply HasDerivAt.fun_sub
  · apply HasDerivAt.fun_sum
    intro n _
    have h : HasDerivAt (fun t : ℝ => mixture N u (fun k => f k + t * d k) n)
        (∑ k, N k * Real.exp (f k - u k n) * d k) 0 := by
      unfold mixture
      apply HasDerivAt.fun_sum
      intro k _
      have h := ((((hasDerivAt_id' (0 : ℝ)).mul_const (d k)).const_add (f k)).sub_const
        (u k n)).exp.const_mul (N k)
      exact h.congr_deriv (by rw [zero_mul, add_zero]; ring)
    have h2 := h.log (mixture_pos hN u _ n).ne'
    simpa only [zero_mul, add_zero] using h2
  · apply HasDerivAt.fun_sum
    intro k _
    have h := (((hasDerivAt_id' (0 : ℝ)).mul_const (d k)).const_add (f k)).const_mul (N k)
    exact h.congr_deriv (by ring)
```

## (d) A bound on the variance

**Task.** Let $p_k\ge0$ with $\sum_kp_k=1$. Show that

$$\sum_kp_kd_k^2-\Big(\sum_kp_kd_k\Big)^2\le\frac12\sum_kd_k^2 .$$

**Solution.** Write $m=\sum_kp_kd_k$ and $s=\sum_kp_kd_k^2$. For fixed $i$, keep only the term $j=i$ of a sum of non-negative terms:

$$4p_id_i^2\le\sum_jp_j(d_i+d_j)^2=d_i^2+2d_im+s .$$

Multiply by $p_i$. Since $(2p_i-1)^2\ge0$, we have $4p_i-1\le4p_i^2$, so

$$4p_id_i^2-d_i^2\le p_i(d_i^2+2d_im+s).$$

Summing over $i$ gives $4s-\sum_id_i^2\le2s+2m^2$, which rearranges to the claim. The inequality for each $i$ is `key` in the code.

```lean
/-- The variance of `d` under a probability vector `p` is at most half the sum of `d_k²`. -/
theorem variance_le (p d : K → ℝ) (hp : ∀ k, 0 ≤ p k) (h1 : ∑ k, p k = 1) :
    ∑ k, p k * d k ^ 2 - (∑ k, p k * d k) ^ 2 ≤ (∑ k, d k ^ 2) / 2 := by
  obtain ⟨m, hm⟩ : ∃ m, m = ∑ k, p k * d k := ⟨_, rfl⟩
  obtain ⟨s, hs⟩ : ∃ s, s = ∑ k, p k * d k ^ 2 := ⟨_, rfl⟩
  -- keep only the diagonal term of the sum of `p_j (d_i + d_j)²`
  have key : ∀ i, 4 * p i * d i ^ 2 - d i ^ 2 ≤ p i * (d i ^ 2 + 2 * d i * m + s) := by
    intro i
    have h := Finset.single_le_sum (f := fun j => p j * (d i + d j) ^ 2)
      (fun j _ => mul_nonneg (hp j) (sq_nonneg _)) (Finset.mem_univ i)
    have e : ∑ j, p j * (d i + d j) ^ 2 = d i ^ 2 + 2 * d i * m + s := by
      calc _ = ∑ j, (d i ^ 2 * p j + 2 * d i * (p j * d j) + p j * d j ^ 2) :=
            sum_congr rfl fun j _ => by ring
        _ = _ := by
            rw [sum_add_distrib, sum_add_distrib, ← mul_sum, ← mul_sum, h1, ← hm, ← hs, mul_one]
    have h' : p i * (d i + d i) ^ 2 ≤ d i ^ 2 + 2 * d i * m + s := by
      rw [← e]; exact h
    have h2 := mul_le_mul_of_nonneg_left h' (hp i)
    nlinarith [mul_nonneg (sq_nonneg (2 * p i - 1)) (sq_nonneg (d i))]
  have hsum := Finset.sum_le_sum (fun i (_ : i ∈ univ) => key i)
  have l : ∑ i, (4 * p i * d i ^ 2 - d i ^ 2) = 4 * s - ∑ i, d i ^ 2 := by
    rw [hs, mul_sum, ← sum_sub_distrib]
    exact sum_congr rfl fun i _ => by ring
  have r : ∑ i, p i * (d i ^ 2 + 2 * d i * m + s) = 2 * s + 2 * m ^ 2 := by
    calc _ = ∑ i, (p i * d i ^ 2 + 2 * m * (p i * d i) + s * p i) :=
          sum_congr rfl fun i _ => by ring
      _ = _ := by
          rw [sum_add_distrib, sum_add_distrib, ← mul_sum, ← mul_sum, h1, ← hm, ← hs]; ring
  rw [l, r] at hsum
  rw [← hm, ← hs]
  linarith
```

## (e) A quadratic ceiling for log-sum-exp

**Task.** For weights $w_k>0$ on at least one state, show that

$$\ln\sum_kw_ke^{d_k}\le\ln\sum_kw_k+\frac{\sum_kw_kd_k}{\sum_kw_k}+\frac14\sum_kd_k^2 .$$

**Solution.** Let $Z(t)=\sum_kw_ke^{td_k}$. Then

$$(\ln Z)''=\frac{Z''Z-(Z')^2}{Z^2}$$

is the variance of $d$ under the probabilities $w_ke^{td_k}/Z(t)$. By (d) it is at most $V=\frac12\sum_kd_k^2$. Integrating from $0$ to $t\ge0$ gives

$$\frac{Z'(t)}{Z(t)}\le\frac{Z'(0)}{Z(0)}+Vt,$$

and integrating again from $0$ to $1$ gives

$$\ln Z(1)\le\ln Z(0)+\frac{Z'(0)}{Z(0)}+\frac V2 .$$

Inserting the values at $0$ and $1$ finishes the argument.

In the code `M` and `Q` are $Z'$ and $Z''$, and `var` is the curvature bound. Each integration is replaced by the statement that the right side minus the left side has a non-negative derivative and is therefore monotone (`monoG`, `monoH`).

```lean
/-- For positive weights on at least one state, log-sum-exp lies below its tangent plane plus
a quarter of the squared displacement. -/
theorem log_sum_exp_le [Nonempty K] (w d : K → ℝ) (hw : ∀ k, 0 < w k) :
    Real.log (∑ k, w k * Real.exp (d k)) ≤
      Real.log (∑ k, w k) + (∑ k, w k * d k) / (∑ k, w k) + (∑ k, d k ^ 2) / 4 := by
  have dE : ∀ (a : K → ℝ) (t : ℝ), HasDerivAt (fun t => ∑ k, a k * Real.exp (t * d k))
      (∑ k, a k * d k * Real.exp (t * d k)) t := by
    intro a t
    apply HasDerivAt.fun_sum
    intro k _
    exact (((hasDerivAt_id' t).mul_const (d k)).exp.const_mul (a k)).congr_deriv (by ring)
  obtain ⟨Z, hZ⟩ : ∃ Z : ℝ → ℝ, ∀ t, Z t = ∑ k, w k * Real.exp (t * d k) :=
    ⟨_, fun _ => rfl⟩
  obtain ⟨M, hM⟩ : ∃ M : ℝ → ℝ, ∀ t, M t = ∑ k, w k * d k * Real.exp (t * d k) :=
    ⟨_, fun _ => rfl⟩
  obtain ⟨Q, hQ⟩ : ∃ Q : ℝ → ℝ, ∀ t, Q t = ∑ k, w k * d k * d k * Real.exp (t * d k) :=
    ⟨_, fun _ => rfl⟩
  obtain ⟨V, hV⟩ : ∃ V, V = (∑ k, d k ^ 2) / 2 := ⟨_, rfl⟩
  have pos : ∀ t, 0 < Z t := fun t => by
    rw [hZ]
    exact Finset.sum_pos (fun k _ => mul_pos (hw k) (Real.exp_pos _)) univ_nonempty
  have dZ : ∀ t, HasDerivAt Z (M t) t := fun t => by
    rw [funext hZ, hM]; exact dE w t
  have dM : ∀ t, HasDerivAt M (Q t) t := fun t => by
    rw [funext hM, hQ]; exact dE (fun k => w k * d k) t
  -- the second derivative of `log Z` is a variance
  have var : ∀ t, (Q t * Z t - M t * M t) / Z t ^ 2 ≤ V := by
    intro t
    have h1 : ∑ k, w k * Real.exp (t * d k) / Z t = 1 := by
      rw [← sum_div, ← hZ, div_self (pos t).ne']
    have h : ∑ k, w k * Real.exp (t * d k) / Z t * d k ^ 2
        - (∑ k, w k * Real.exp (t * d k) / Z t * d k) ^ 2 ≤ (∑ k, d k ^ 2) / 2 :=
      variance_le (fun k => w k * Real.exp (t * d k) / Z t) d
        (fun k => (div_pos (mul_pos (hw k) (Real.exp_pos _)) (pos t)).le) h1
    have a : ∑ k, w k * Real.exp (t * d k) / Z t * d k ^ 2 = Q t / Z t := by
      rw [hQ, sum_div]; exact sum_congr rfl fun k _ => by ring
    have b : ∑ k, w k * Real.exp (t * d k) / Z t * d k = M t / Z t := by
      rw [hM, sum_div]; exact sum_congr rfl fun k _ => by ring
    rw [a, b, ← hV] at h
    calc _ = Q t / Z t - (M t / Z t) ^ 2 := by
          rw [sub_div, pow_two (Z t), mul_div_mul_right _ _ (pos t).ne']; ring
      _ ≤ V := h
  -- first integration
  have dG : ∀ t, HasDerivAt (fun t => M 0 / Z 0 + V * t - M t / Z t)
      (V - (Q t * Z t - M t * M t) / Z t ^ 2) t := fun t =>
    ((((hasDerivAt_id' t).const_mul V).const_add (M 0 / Z 0)).fun_sub
      ((dM t).fun_div (dZ t) (pos t).ne')).congr_deriv (by rw [mul_one])
  have monoG := monotone_of_deriv_nonneg (fun t => (dG t).differentiableAt)
    (fun t => by rw [(dG t).deriv]; linarith [var t])
  -- second integration
  have dH : ∀ t, HasDerivAt (fun t => M 0 / Z 0 * t + V / 2 * (t * t) - Real.log (Z t))
      (M 0 / Z 0 + V * t - M t / Z t) t := fun t =>
    ((((hasDerivAt_id' t).const_mul (M 0 / Z 0)).fun_add
      (((hasDerivAt_id' t).fun_mul (hasDerivAt_id' t)).const_mul (V / 2))).fun_sub
      ((dZ t).log (pos t).ne')).congr_deriv (by ring)
  have monoH := monotoneOn_of_deriv_nonneg (convex_Ici (0 : ℝ))
    (fun t _ => (dH t).continuousAt.continuousWithinAt)
    (fun t _ => (dH t).differentiableAt.differentiableWithinAt)
    (fun t ht => by
      have ht0 : (0 : ℝ) ≤ t := interior_subset ht
      have h : M 0 / Z 0 + V * 0 - M 0 / Z 0 ≤ M 0 / Z 0 + V * t - M t / Z t := monoG ht0
      rw [(dH t).deriv]
      linarith)
  have h : M 0 / Z 0 * 0 + V / 2 * (0 * 0) - Real.log (Z 0) ≤
      M 0 / Z 0 * 1 + V / 2 * (1 * 1) - Real.log (Z 1) :=
    monoH (Set.mem_Ici.2 le_rfl) (Set.mem_Ici.2 zero_le_one) zero_le_one
  have z0 : Z 0 = ∑ k, w k := by rw [hZ]; simp
  have m0 : M 0 = ∑ k, w k * d k := by rw [hM]; simp
  have z1 : Z 1 = ∑ k, w k * Real.exp (d k) := by rw [hZ]; simp
  rw [z0, m0, z1, hV] at h
  linarith
```

## (f) An upper bound for an arbitrary step length

**Task.** For every real $\eta$, show that

$$L(f-\eta g)\le L(f)-\eta\Big(1-\frac{\eta|S|}{4}\Big)\sum_kg_k^2 .$$

**Solution.** Apply (e) to each sample with $w_k=N_ke^{f_k-u_{kn}}$, sum over the samples, and subtract $\sum_kN_k(f_k+d_k)$. By (b),

$$L(f+d)\le L(f)+\sum_kg_kd_k+\frac{|S|}{4}\sum_kd_k^2 .$$

Now put $d_k=-\eta g_k$. The linear term becomes $-\eta\sum_kg_k^2$ and the quadratic one $\frac{\eta^2|S|}{4}\sum_kg_k^2$.

In Lean, `hn` is the bound for one sample, `hs` its sum, and `h1` and `h2` evaluate the two terms in $d$.

```lean
/-- For positive `N_k` and at least one state, a gradient step of any length `η` changes the
objective by at most `-η (1 - η N / 4)` times the squared gradient norm, `N` being the number
of samples. -/
theorem objective_gradStep_le [Nonempty K] {N : K → ℝ} (hN : ∀ k, 0 < N k)
    (u : K → S → ℝ) (η : ℝ) (f : K → ℝ) :
    objective N u (gradStep N u η f) ≤ objective N u f
      - η * (1 - η * (Fintype.card S : ℝ) / 4) * ∑ k, gradient N u f k ^ 2 := by
  obtain ⟨d, hd⟩ : ∃ d : K → ℝ, ∀ k, d k = -η * gradient N u f k := ⟨_, fun _ => rfl⟩
  have e : gradStep N u η f = fun k => f k + d k := by
    funext k
    rw [hd]
    unfold gradStep
    ring
  -- the quadratic bound for each sample
  have hn : ∀ n, Real.log (mixture N u (fun k => f k + d k) n) ≤
      Real.log (mixture N u f n)
        + (∑ k, N k * Real.exp (f k - u k n) * d k) / mixture N u f n
        + (∑ k, d k ^ 2) / 4 := by
    intro n
    have h := log_sum_exp_le (fun k => N k * Real.exp (f k - u k n)) d
      (fun k => mul_pos (hN k) (Real.exp_pos _))
    have hm : mixture N u (fun k => f k + d k) n =
        ∑ k, N k * Real.exp (f k - u k n) * Real.exp (d k) := by
      unfold mixture
      refine sum_congr rfl fun k _ => ?_
      rw [mul_assoc, ← Real.exp_add]
      congr 2
      ring
    rw [hm]
    exact h
  have hs := Finset.sum_le_sum (fun n (_ : n ∈ univ) => hn n)
  rw [sum_add_distrib, sum_add_distrib, sum_const, card_univ, nsmul_eq_mul] at hs
  have hp := gradient_pairing N u f d
  have h1 : ∑ k, gradient N u f k * d k = -η * ∑ k, gradient N u f k ^ 2 := by
    rw [mul_sum]; exact sum_congr rfl fun k _ => by rw [hd]; ring
  have h2 : ∑ k, d k ^ 2 = η ^ 2 * ∑ k, gradient N u f k ^ 2 := by
    rw [mul_sum]; exact sum_congr rfl fun k _ => by rw [hd]; ring
  have h3 : ∑ k, N k * (f k + d k) = ∑ k, N k * f k + ∑ k, N k * d k := by
    rw [← sum_add_distrib]; exact sum_congr rfl fun k _ => by ring
  rw [h1] at hp
  rw [h2] at hs
  rw [e]
  unfold objective
  rw [h3]
  linarith
```

## (g) The step of length $2/N$

**Task.** Let $N=\sum_kN_k$ equal the number of samples. Show that, from every $f$,

$$L\Big(f-\frac2Ng\Big)\le L(f)-\frac1N\sum_kg_k^2 .$$

**Solution.** Put $|S|=N$ and $\eta=2/N$ in (f). The prefactor is $\frac2N\left(1-\frac12\right)=\frac1N$.

The hypothesis `hS` says that the counts add up to the number of pooled samples, as they do when every sample is counted once, in the state that produced it. `hN` says that every state was sampled, and `[Nonempty K]` that there is a state at all. The squared norm is the Euclidean one, written as a sum of squares.

For a simulator, this gives a step length fixed by the sample count alone, needing no line search, for a finite data set with all $N_k$ positive. The theorem concerns one step and makes no statement about convergence of the iteration. Nor do its hypotheses say how the samples were drawn: whether the free-energy differences at a minimiser of $L$ are close to the true ones depends on the sampling and on the overlap between states.

```lean
/-- Main theorem: for positive `N_k` summing to the number `N` of samples, with at least one
state, the gradient step of length `2/N` lowers the MBAR objective by at least the squared
gradient norm divided by `N`, from every `f`. -/
theorem mbar_descent [Nonempty K] {N : K → ℝ} (hN : ∀ k, 0 < N k)
    (hS : ∑ k, N k = (Fintype.card S : ℝ)) (u : K → S → ℝ) (f : K → ℝ) :
    objective N u (gradStep N u (2 / ∑ k, N k) f) ≤
      objective N u f - (∑ k, gradient N u f k ^ 2) / ∑ k, N k := by
  have hT : 0 < ∑ k, N k := Finset.sum_pos (fun k _ => hN k) univ_nonempty
  have h := objective_gradStep_le hN u (2 / ∑ k, N k) f
  rw [← hS, div_mul_cancel₀ _ hT.ne'] at h
  calc _ ≤ _ := h
    _ = _ := by ring

end

end MBARGradientDescent
```

```lean
#print axioms MBARGradientDescent.hasDerivAt_objective
#print axioms MBARGradientDescent.objective_gradStep_le
#print axioms MBARGradientDescent.mbar_descent
```

```
'MBARGradientDescent.hasDerivAt_objective' depends on axioms: [propext, Classical.choice, Quot.sound]
'MBARGradientDescent.objective_gradStep_le' depends on axioms: [propext, Classical.choice, Quot.sound]
'MBARGradientDescent.mbar_descent' depends on axioms: [propext, Classical.choice, Quot.sound]
```

## Eight samples counted as two

Suppose `hS` is dropped, as when new samples are pooled but the counts are not updated. Take two states with $N_1=N_2=1$, eight samples, all $u_{kn}=0$, and $f=(\ln7,0)$. Every sample has weights $\frac78$ and $\frac18$, so $g=(7-1,\,1-1)=(6,0)$. The step length $2/\sum_kN_k$ is $1$, and the new point is $(\ln7-6,\,0)$. The objective changes by

$$8\ln\frac{7e^{-6}+1}{8}+6\approx-10.5,$$

whereas the inequality in (g), with $N=\sum_kN_k=2$, would require a decrease of at least $36/2=18$. The bound can therefore fail when the counts sum to less than the number of samples.
